# The intervalley Fourier component of a hard-wall well density: oscillation with width and inverse-cube decay

In the ground state of a hard-wall well of width $L$ the density is $\frac1L\left(1-\cos\frac{2\pi x}{L}\right)$; multiplied by $e^{iqx}$ with $q=2\pi/L$ and integrated over the well, only the half of the cosine that cancels the phase survives, and the result is $-\frac12$. For other $q>0$ the integral has a closed form whose modulus oscillates with $qL$ under an envelope that falls as $(qL)^{-3}$ at large $qL$.

```lean
import Mathlib

open scoped Real
open Complex (I)

namespace IntervalleyWell

noncomputable section

/-- For `n ≥ 1`, `L > 0` and `x` in `[0, L]`, the probability density at `x` of subband `n` in a
hard-wall well `[0, L]`. -/
def subbandDensity (n : ℕ) (L x : ℝ) : ℝ := 2 / L * Real.sin (n * π * x / L) ^ 2

/-- Fourier component of the subband density at wave number `q`, taken over the well. -/
def valleyComponent (n : ℕ) (L q : ℝ) : ℂ :=
  ∫ x in (0 : ℝ)..L, (subbandDensity n L x : ℂ) * Complex.exp (I * q * x)

/-- The density times a plane wave is a sum of three plane waves, with wave numbers
`q` and `q ± 2πn/L`. -/
theorem density_mul_planeWave (n : ℕ) (L q x : ℝ) :
    (subbandDensity n L x : ℂ) * Complex.exp (I * q * x) =
      1 / L * (Complex.exp (I * q * x) - Complex.exp (I * (q + 2 * π * n / L) * x) / 2
        - Complex.exp (I * (q - 2 * π * n / L) * x) / 2) := by
  have h1 : Complex.exp (I * (q + 2 * π * n / L) * x) =
      Complex.exp (I * q * x) * Complex.exp (2 * (n * π * x / L) * I) := by
    rw [← Complex.exp_add]; congr 1; ring
  have h2 : Complex.exp (I * (q - 2 * π * n / L) * x) =
      Complex.exp (I * q * x) * Complex.exp (-(2 * (n * π * x / L)) * I) := by
    rw [← Complex.exp_add]; congr 1; ring
  have h3 : Complex.sin (n * π * x / L) ^ 2 =
      1 / 2 - Complex.cos (2 * (n * π * x / L)) / 2 := by
    rw [Complex.cos_two_mul, Complex.cos_sq']; ring
  rw [h1, h2]
  unfold subbandDensity
  push_cast
  rw [h3, Complex.cos]
  ring

/-- Integral over `[0, L]` of a plane wave with nonzero wave number `c`. -/
theorem integral_planeWave {c : ℂ} (hc : c ≠ 0) (L : ℝ) :
    ∫ x in (0 : ℝ)..L, Complex.exp (I * c * x) =
      -I * (Complex.exp (I * c * L) - 1) / c := by
  have hIc : I * c ≠ 0 := mul_ne_zero Complex.I_ne_zero hc
  rw [integral_exp_mul_complex hIc]
  simp only [Complex.ofReal_zero, mul_zero, Complex.exp_zero]
  rw [div_eq_div_iff hIc hc]
  linear_combination (Complex.exp (I * c * L) - 1) * c * Complex.I_sq

/-- The valley component is a combination of three plane-wave integrals. -/
theorem valleyComponent_split (n : ℕ) (L q : ℝ) :
    valleyComponent n L q =
      1 / L * ((∫ x in (0 : ℝ)..L, Complex.exp (I * q * x))
        - (∫ x in (0 : ℝ)..L, Complex.exp (I * (q + 2 * π * n / L) * x)) / 2
        - (∫ x in (0 : ℝ)..L, Complex.exp (I * (q - 2 * π * n / L) * x)) / 2) := by
  unfold valleyComponent
  simp_rw [density_mul_planeWave]
  rw [intervalIntegral.integral_const_mul, intervalIntegral.integral_sub,
    intervalIntegral.integral_sub, intervalIntegral.integral_div,
    intervalIntegral.integral_div]
  all_goals
    apply Continuous.intervalIntegrable
    fun_prop

/-- Closed form of the complex valley component for `q, L > 0` and `qL ≠ 2πn`. -/
theorem valleyComponent_eq (n : ℕ) {L q : ℝ} (hL : 0 < L) (hq : 0 < q)
    (h : q * L ≠ 2 * π * n) :
    valleyComponent n L q =
      I * ((4 * π ^ 2 * n ^ 2 / (q * L * ((q * L) ^ 2 - 4 * π ^ 2 * n ^ 2)) : ℝ) : ℂ)
        * (Complex.exp (I * q * L) - 1) := by
  have hLc : (L : ℂ) ≠ 0 := by exact_mod_cast hL.ne'
  have hqc : (q : ℂ) ≠ 0 := by exact_mod_cast hq.ne'
  have hp : (q * L + 2 * π * n : ℂ) ≠ 0 := by
    have : q * L + 2 * π * n ≠ 0 := by positivity
    exact_mod_cast this
  have hm : (q * L - 2 * π * n : ℂ) ≠ 0 := by exact_mod_cast sub_ne_zero.mpr h
  have hg : (2 * π * n / L : ℂ) * L = 2 * π * n := div_mul_cancel₀ _ hLc
  have e1 : (q + 2 * π * n / L : ℂ) = (q * L + 2 * π * n) / L := by
    rw [eq_div_iff hLc]; linear_combination hg
  have e2 : (q - 2 * π * n / L : ℂ) = (q * L - 2 * π * n) / L := by
    rw [eq_div_iff hLc]; linear_combination -hg
  -- the shifts `± 2πn/L` do not change the phase at the far wall
  have p1 : Complex.exp (I * (q + 2 * π * n / L) * L) = Complex.exp (I * q * L) := by
    have : I * (q + 2 * π * n / L) * L = I * q * L + n * (2 * π * I) := by
      linear_combination I * hg
    rw [this, Complex.exp_add, Complex.exp_nat_mul_two_pi_mul_I, mul_one]
  have p2 : Complex.exp (I * (q - 2 * π * n / L) * L) = Complex.exp (I * q * L) := by
    have : I * (q - 2 * π * n / L) * L = I * q * L - n * (2 * π * I) := by
      linear_combination -I * hg
    rw [this, Complex.exp_sub, Complex.exp_nat_mul_two_pi_mul_I, div_one]
  have hf : ((q : ℂ) * L) ^ 2 - 4 * π ^ 2 * n ^ 2 =
      (q * L + 2 * π * n) * (q * L - 2 * π * n) := by ring
  rw [valleyComponent_split, integral_planeWave hqc,
    integral_planeWave (e1 ▸ div_ne_zero hp hLc),
    integral_planeWave (e2 ▸ div_ne_zero hm hLc), p1, p2, e1, e2]
  push_cast
  rw [hf]
  -- name the two shifted denominators while clearing fractions
  obtain ⟨s, hs⟩ : ∃ s : ℂ, s = q * L + 2 * π * n := ⟨_, rfl⟩
  obtain ⟨d, hd⟩ : ∃ d : ℂ, d = q * L - 2 * π * n := ⟨_, rfl⟩
  rw [← hs] at hp ⊢
  rw [← hd] at hm ⊢
  field_simp
  rw [hs, hd]
  ring

/-- Modulus of the valley component of subband `n`, for `q, L > 0` and `qL ≠ 2πn`. -/
theorem norm_valleyComponent (n : ℕ) {L q : ℝ} (hL : 0 < L) (hq : 0 < q)
    (h : q * L ≠ 2 * π * n) :
    ‖valleyComponent n L q‖ = 8 * π ^ 2 * n ^ 2 * |Real.sin (q * L / 2)| /
      (q * L * |(q * L) ^ 2 - 4 * π ^ 2 * n ^ 2|) := by
  -- half-angle form of the phase difference between the walls
  have hE : Complex.exp (I * q * L) - 1 = Complex.exp ((q * L / 2 : ℝ) * I) *
      (2 * I * (Real.sin (q * L / 2) : ℂ)) := by
    rw [Complex.ofReal_sin, Complex.sin]
    generalize hz : ((q * L / 2 : ℝ) : ℂ) = z
    have a : Complex.exp (I * q * L) = Complex.exp (z * I) * Complex.exp (z * I) := by
      rw [← Complex.exp_add, ← hz]; congr 1; push_cast; ring
    have b : Complex.exp (z * I) * Complex.exp (-z * I) = 1 := by
      rw [← Complex.exp_add, ← add_mul, add_neg_cancel, zero_mul, Complex.exp_zero]
    linear_combination a + b + (Complex.exp (z * I) * Complex.exp (z * I)
      - Complex.exp (z * I) * Complex.exp (-z * I)) * Complex.I_sq
  have hN : ‖Complex.exp (I * q * L) - 1‖ = 2 * |Real.sin (q * L / 2)| := by
    rw [hE, norm_mul, Complex.norm_exp_ofReal_mul_I, one_mul, norm_mul, norm_mul,
      Complex.norm_I, Complex.norm_real, Real.norm_eq_abs]
    norm_num
  rw [valleyComponent_eq n hL hq h, norm_mul, norm_mul, Complex.norm_I, one_mul, hN,
    Complex.norm_real, Real.norm_eq_abs, abs_div, abs_mul (q * L),
    abs_of_pos (mul_pos hq hL), abs_of_nonneg (by positivity : 0 ≤ 4 * π ^ 2 * (n : ℝ) ^ 2)]
  ring

/-- At `qL = 2πn`, with `q, L > 0`, the valley component equals `-1/2`. -/
theorem valleyComponent_resonance (n : ℕ) {L q : ℝ} (hL : 0 < L) (hq : 0 < q)
    (h : q * L = 2 * π * n) : valleyComponent n L q = -1 / 2 := by
  have hLc : (L : ℂ) ≠ 0 := by exact_mod_cast hL.ne'
  have hqc : (q : ℂ) ≠ 0 := by exact_mod_cast hq.ne'
  have hc : (q * L : ℂ) = 2 * π * n := by exact_mod_cast h
  have hqg : (q : ℂ) = 2 * π * n / L := (eq_div_iff hLc).mpr hc
  have e1 : Complex.exp (I * q * L) = 1 := by
    have : I * q * L = n * (2 * π * I) := by linear_combination I * hc
    rw [this, Complex.exp_nat_mul_two_pi_mul_I]
  have e2 : Complex.exp (I * (q + q) * L) = 1 := by
    have : I * (q + q) * L = I * q * L + I * q * L := by ring
    rw [this, Complex.exp_add, e1, one_mul]
  have h2 : (q + q : ℂ) ≠ 0 := by
    rw [← two_mul]; exact mul_ne_zero two_ne_zero hqc
  -- only the plane wave with zero wave number survives
  have e3 : ∫ x in (0 : ℝ)..L, Complex.exp (I * (q - q) * x) = L := by simp
  rw [valleyComponent_split, ← hqg, e3, integral_planeWave hqc, integral_planeWave h2,
    e1, e2, sub_self, mul_zero, zero_div, zero_div, zero_div, sub_zero, zero_sub]
  linear_combination (-1 / 2 : ℂ) * one_div_mul_cancel hLc

/-- For `n ≥ 1` and `q, L > 0`, the valley component vanishes exactly when `qL = 2πm`
for a natural number `m ≠ n`. -/
theorem valleyComponent_eq_zero_iff {n : ℕ} (hn : 0 < n) {L q : ℝ} (hL : 0 < L)
    (hq : 0 < q) :
    valleyComponent n L q = 0 ↔ ∃ m : ℕ, m ≠ n ∧ q * L = 2 * π * m := by
  have hqL := mul_pos hq hL
  have hpi := Real.pi_pos
  by_cases h : q * L = 2 * π * n
  · rw [valleyComponent_resonance n hL hq h]
    refine ⟨fun h0 => by norm_num at h0, ?_⟩
    rintro ⟨m, hne, hm⟩
    have : (m : ℝ) = n := mul_left_cancel₀ (by positivity : 2 * π ≠ 0) (hm.symm.trans h)
    exact absurd (by exact_mod_cast this) hne
  · rw [← norm_eq_zero, norm_valleyComponent n hL hq h]
    constructor
    · intro h0
      have hD : (q * L) ^ 2 - 4 * π ^ 2 * n ^ 2 ≠ 0 := by
        have hp : q * L + 2 * π * n ≠ 0 := by positivity
        have := mul_ne_zero hp (sub_ne_zero.mpr h)
        intro h1
        exact this (by linear_combination h1)
      have hs : Real.sin (q * L / 2) = 0 := by
        by_contra hs
        have hn' : (0 : ℝ) < n := by exact_mod_cast hn
        exact (div_pos (mul_pos (by positivity) (abs_pos.mpr hs))
          (mul_pos hqL (abs_pos.mpr hD))).ne' h0
      obtain ⟨k, hk⟩ := Real.sin_eq_zero_iff.mp hs
      have hk0 : (0 : ℝ) < k := by
        by_contra hneg
        nlinarith [not_lt.mp hneg]
      obtain ⟨m, rfl⟩ := Int.eq_ofNat_of_zero_le (by exact_mod_cast hk0.le : 0 ≤ k)
      rw [Int.cast_natCast] at hk
      have hm : q * L = 2 * π * m := by linarith
      exact ⟨m, fun e => h (e ▸ hm), hm⟩
    · rintro ⟨m, -, hm⟩
      have hs : Real.sin (q * L / 2) = 0 := by
        rw [hm, show 2 * π * (m : ℝ) / 2 = m * π by ring]
        exact Real.sin_nat_mul_pi m
      rw [hs, abs_zero, mul_zero, zero_div]

/-- For `q, L > 0` and `qL ≥ 4πn`, the modulus is at most `32π²n²/(3(qL)³)`. -/
theorem norm_valleyComponent_le (n : ℕ) {L q : ℝ} (hL : 0 < L) (hq : 0 < q)
    (h : 4 * π * n ≤ q * L) :
    ‖valleyComponent n L q‖ ≤ 32 * π ^ 2 * n ^ 2 / (3 * (q * L) ^ 3) := by
  have hqL := mul_pos hq hL
  have hne : q * L ≠ 2 * π * n := fun e => by linarith
  have hsq : (4 * π * n) ^ 2 ≤ (q * L) ^ 2 := pow_le_pow_left₀ (by positivity) h 2
  have hD : 3 / 4 * (q * L) ^ 2 ≤ |(q * L) ^ 2 - 4 * π ^ 2 * n ^ 2| :=
    le_trans (by linarith) (le_abs_self _)
  rw [norm_valleyComponent n hL hq hne]
  calc _ ≤ 8 * π ^ 2 * n ^ 2 * 1 / (q * L * (3 / 4 * (q * L) ^ 2)) := by
        gcongr
        exact Real.abs_sin_le_one _
    _ = _ := by ring

/-- For `q, L > 0`, at odd multiples `qL = (2m+1)π` beyond `2πn`, the modulus is at least
`8π²n²/(qL)³`. -/
theorem le_norm_valleyComponent (n m : ℕ) {L q : ℝ} (hL : 0 < L) (hq : 0 < q)
    (h : 2 * π * n < q * L) (hm : q * L = (2 * m + 1) * π) :
    8 * π ^ 2 * n ^ 2 / (q * L) ^ 3 ≤ ‖valleyComponent n L q‖ := by
  have hqL := mul_pos hq hL
  have hs : |Real.sin (q * L / 2)| = 1 := by
    rw [hm, show (2 * (m : ℝ) + 1) * π / 2 = m * π + π / 2 by ring,
      Real.sin_add_pi_div_two, Real.cos_nat_mul_pi, abs_pow, abs_neg, abs_one, one_pow]
  have hD : 0 < (q * L) ^ 2 - 4 * π ^ 2 * n ^ 2 := by
    have hp : 0 < q * L + 2 * π * n := by positivity
    have := mul_pos hp (sub_pos.mpr h)
    linarith
  have hle : (q * L) ^ 2 - 4 * π ^ 2 * n ^ 2 ≤ (q * L) ^ 2 :=
    sub_le_self _ (by positivity)
  rw [norm_valleyComponent n hL hq h.ne', hs, mul_one, abs_of_pos hD]
  apply div_le_div_of_nonneg_left (by positivity) (mul_pos hqL hD)
  calc _ ≤ q * L * (q * L) ^ 2 := mul_le_mul_of_nonneg_left hle hqL.le
    _ = _ := by ring

/-- Modulus of the ground-subband component at `q = 2k₀`, for `k₀, L > 0` and `k₀L ≠ π`. -/
theorem norm_ground_intervalley {L k₀ : ℝ} (hL : 0 < L) (hk : 0 < k₀)
    (h : k₀ * L ≠ π) :
    ‖valleyComponent 1 L (2 * k₀)‖ =
      π ^ 2 * |Real.sin (k₀ * L)| / (k₀ * L * |(k₀ * L) ^ 2 - π ^ 2|) := by
  have hne : 2 * k₀ * L ≠ 2 * π * (1 : ℕ) := by
    intro e
    rw [Nat.cast_one] at e
    exact h (by linarith)
  rw [norm_valleyComponent 1 hL (by positivity) hne, Nat.cast_one,
    show 2 * k₀ * L / 2 = k₀ * L by ring,
    show (2 * k₀ * L) ^ 2 - 4 * π ^ 2 * 1 ^ 2 = 4 * ((k₀ * L) ^ 2 - π ^ 2) by ring,
    abs_mul, abs_of_pos (by norm_num : (0 : ℝ) < 4)]
  ring

end

end IntervalleyWell
```

```lean
#print axioms IntervalleyWell.valleyComponent_eq_zero_iff
#print axioms IntervalleyWell.norm_valleyComponent_le
#print axioms IntervalleyWell.le_norm_valleyComponent
#print axioms IntervalleyWell.norm_ground_intervalley
```

```
'IntervalleyWell.valleyComponent_eq_zero_iff' depends on axioms: [propext, Classical.choice, Quot.sound]
'IntervalleyWell.norm_valleyComponent_le' depends on axioms: [propext, Classical.choice, Quot.sound]
'IntervalleyWell.le_norm_valleyComponent' depends on axioms: [propext, Classical.choice, Quot.sound]
'IntervalleyWell.norm_ground_intervalley' depends on axioms: [propext, Classical.choice, Quot.sound]
```

## The density and its component at wave number q

`subbandDensity n L x` is the real function $\frac2L\sin^2\frac{n\pi x}{L}$, the density of subband $n$ between infinite walls at $0$ and $L$. `valleyComponent n L q` is the complex number
$$F_n(q)=\int_0^L \frac2L\sin^2\!\Big(\frac{n\pi x}{L}\Big)\,e^{iqx}\,dx .$$
The density is written down as a definition; the file does not derive it from the Schrödinger equation. The index $n$ is a natural number, so $n=0$ is allowed: the density is then zero and does not describe a state.

The central theorem, `norm_valleyComponent`, says that for $L,q>0$ and $qL\neq2\pi n$
$$|F_n(q)|=\frac{8\pi^2n^2\,|\sin(qL/2)|}{qL\,|q^2L^2-4\pi^2n^2|}.$$
`norm_ground_intervalley` takes $n=1$ and $q=2k_0$, with $k_0>0$ and $k_0L\ne\pi$:
$$|F_1(2k_0)|=\frac{\pi^2|\sin k_0L|}{k_0L\,|k_0^2L^2-\pi^2|}.$$

## Two valleys in one well

Suppose a conduction band has minima at $\pm k_0$ along the confinement direction, as in a silicon quantum well grown along [001]. If both valleys share the real envelope of subband $n$, and the lattice-periodic parts of the Bloch functions are left out, the overlap of the two valley states is $F_n(2k_0)$. In this non-interacting, infinite-wall model, the formula shows how strongly an intervalley factor can depend on small changes of well width. It is not a valley splitting: that would also need the potential, the Bloch functions and the structure of the interfaces.

## Three plane waves and one common phase

Write $\theta=qL$ and $g=2\pi n/L$. Since $2\sin^2 u=1-\cos 2u$, the integrand is
$$\frac1L\Big(e^{iqx}-\tfrac12e^{i(q+g)x}-\tfrac12e^{i(q-g)x}\Big).$$
This is `density_mul_planeWave`, and `valleyComponent_split` integrates it term by term; `fun_prop` supplies the continuity that this needs.

For $c\neq0$, `integral_planeWave` gives $\int_0^Le^{icx}dx=-i(e^{icL}-1)/c$. Because $gL=2\pi n$, the three phases at $x=L$ agree: $e^{i(q\pm g)L}=e^{i\theta}$. These are the steps `p1` and `p2` in `valleyComponent_eq`. The common factor comes out:
$$F_n=-i(e^{i\theta}-1)\left[\frac1\theta-\frac{1}{2(\theta+2\pi n)}-\frac1{2(\theta-2\pi n)}\right].$$
The last two terms in the bracket combine to $-\theta/(\theta^2-4\pi^2n^2)$, so
$$F_n=i\,\frac{4\pi^2n^2}{\theta(\theta^2-4\pi^2n^2)}\,(e^{i\theta}-1).$$
In Lean, `field_simp` and `ring` do this algebra once the denominators are known to be nonzero.

The modulus follows from $e^{i\theta}-1=e^{i\theta/2}\,2i\sin(\theta/2)$, which gives $|e^{i\theta}-1|=2|\sin(\theta/2)|$. These are `hE` and `hN` in `norm_valleyComponent`.

An estimate that keeps only the average density $1/L$ goes wrong here. It gives $2|\sin(\theta/2)|/\theta$, a decay with the first power. The cosine part of the density cancels this leading term, and only the full bracket shows the third power.

## The excluded point

At $qL=2\pi n$ the wave number $q-g$ is zero. That plane wave integrates to $L$, the other two integrate to zero, and $F_n=\frac1L\left(-\frac L2\right)=-\frac12$. This is `valleyComponent_resonance`.

The condition $qL\neq2\pi n$ is therefore needed in the modulus formula. Take $n=1$, $L=1$, $q=2\pi$: the left side is $\frac12$, while the right side has the form $0/0$, which Lean evaluates to $0$.

## Zeros and the cubic envelope

For $n\geq1$, `valleyComponent_eq_zero_iff` states that $F_n(q)=0$ exactly when $qL=2\pi m$ for a natural number $m\neq n$. The proof splits on the excluded point, where the value $-\frac12$ is not zero. Elsewhere the component vanishes only if $\sin(qL/2)=0$, so $qL/2=k\pi$ for an integer $k$, which is positive because $qL>0$. At fixed $q=2k_0$ the zeros in $L$ are thus spaced by $\pi/k_0$, except that the one at $L=n\pi/k_0$ is missing.

Two inequalities fix the decay:

- If $\theta\ge4\pi n$, then $4\pi^2n^2\le\theta^2/4$, so the difference $\theta^2-4\pi^2n^2$ is at least $\frac34\theta^2$. With $|\sin(\theta/2)|\le1$ this gives $|F_n|\le 32\pi^2n^2/(3\theta^3)$, which is `norm_valleyComponent_le`.
- If $\theta=(2m+1)\pi>2\pi n$ for a natural number $m$, then $|\sin(\theta/2)|=1$ and $0<\theta^2-4\pi^2n^2\le\theta^2$. This gives $|F_n|\ge8\pi^2n^2/\theta^3$, which is `le_norm_valleyComponent`.

For $n\ge1$ the second bound applies at arbitrarily large $\theta$, so no higher inverse power of $qL$ can bound the modulus there.

The ground-subband formula comes from putting $\theta=2k_0L$ and $n=1$ into the modulus: the denominator becomes $2k_0L\cdot4\,|k_0^2L^2-\pi^2|$, and its factor $8$ cancels the one in the numerator.
